# Capacitance bounds on the gap between constant-charge and constant-potential reaction energies

## Zero at fixed charge, negative at fixed potential?

Take two states of an electrode with energies $E_1(x)=x^2/2$ and $E_2(x)=x^2/2+\varphi x$, where $x$ is the charge and $\varphi$ a constant, in reduced units. At $x=0$ the energies are equal, so my reaction energy at constant charge is zero. If I hold the potential at zero instead, state 2 charges to $x=-\varphi$ and the reaction energy becomes $-\varphi^2/2$. For a capacitance that varies with charge, how far apart can the two answers be, and can the sign of the gap change?

## The gap is the energy released by recharging state 2

The sign can't change if the potential is held at that of state 1, the energy of state 1 is convex in the charge, and the capacitance of state 2 stays between two positive bounds. The same bounds limit the size.

Write $V_i=E_i'$ for the potential and $K_i=E_i''$ for the inverse differential capacitance. Assume $K_1\ge 0$ and $0<m\le K_2\le M$, so that the capacitance of state 2 lies between $1/M$ and $1/m$. Fix a charge $Q$, and put $U=V_1(Q)$, $D=V_2(Q)-U$ and $\Omega_i=\min_x(E_i(x)-Ux)$. The reaction energy at constant potential $U$ is $\Omega_2-\Omega_1$, and the claim about the gap $G$ is

$$\frac{D^2}{2M}\le G\le\frac{D^2}{2m},\qquad G=(E_2(Q)-E_1(Q))-(\Omega_2-\Omega_1).$$

First, $V_2(z)-mz$ is nondecreasing, because its derivative is $K_2-m\ge0$. Hence
$$h(y)=E_2(y)-V_2(Q)\,y-\tfrac m2(y-Q)^2$$
has a slope that is nonnegative to the right of $Q$ and nonpositive to the left. The mean value theorem gives $h(y)\ge h(Q)$, that is,
$$E_2(y)\ge E_2(Q)+V_2(Q)(y-Q)+\tfrac m2(y-Q)^2.$$
The same argument for $-E_2$ gives the upper bound with $M$ in place of $m$.

For state 1, the lower bound with $m=0$ shows that $Q$ minimises $E_1(x)-Ux$. So $\Omega_1=E_1(Q)-UQ$ and $G=E_2(Q)-UQ-\Omega_2$.

For state 2, $V_2$ rises at least at rate $m$, so it passes through $U$ at some charge $x_*$, which is a minimiser by the argument just used for state 1. With $s=x_*-Q$,
$$G\le -Ds-\tfrac m2s^2=\frac{D^2}{2m}-\frac{(D+ms)^2}{2m}\le\frac{D^2}{2m}.$$
The trial charge $Q-D/M$ gives the other side:
$$\Omega_2\le E_2(Q)-UQ-\frac{D^2}{M}+\frac{D^2}{2M}=E_2(Q)-UQ-\frac{D^2}{2M}.$$

In the Lean file, `EnergyCurve E V K` says that `V` is the derivative of `E`, and `K` that of `V`, at every real charge. `grandPotential E U` is $\Omega$, written as an infimum; under the hypotheses it is an attained minimum. $D$ appears as `V₂ Q - V₁ Q`. What remains to be argued for a real interface is that its energy is such a smooth function, with these curvature bounds at all charges.

```lean
import Mathlib

open Set

namespace ConstantChargePotential

noncomputable section

/-- An energy `E` as a function of charge, with electrode potential `V = dE/dx` and
inverse differential capacitance `K = dV/dx` at every charge. -/
def EnergyCurve (E V K : ℝ → ℝ) : Prop :=
  (∀ x, HasDerivAt E (V x) x) ∧ ∀ x, HasDerivAt V (K x) x

/-- The grand potential at electrode potential `U`: the infimum of `E x - U x` over all
charges `x`, for energies for which this expression is bounded below. -/
def grandPotential (E : ℝ → ℝ) (U : ℝ) : ℝ := ⨅ x, (E x - U * x)

/-- If the inverse capacitance is at least `m`, the potential rises by at least `m` times
the added charge. -/
theorem potential_growth {E V K : ℝ → ℝ} {m x y : ℝ} (h : EnergyCurve E V K)
    (hm : ∀ z, m ≤ K z) (hxy : x ≤ y) : m * (y - x) ≤ V y - V x := by
  have hW : ∀ z, HasDerivAt (fun t => V t - m * t) (K z - m) z := fun z =>
    ((h.2 z).fun_sub ((hasDerivAt_id' z).const_mul m)).congr_deriv (by ring)
  have hmono : Monotone (fun t => V t - m * t) := by
    apply monotone_of_deriv_nonneg (fun z => (hW z).differentiableAt)
    intro z
    rw [(hW z).deriv]
    linarith [hm z]
  have h1 : V x - m * x ≤ V y - m * y := hmono hxy
  linarith

/-- If the inverse capacitance is at least `m`, the energy lies above its tangent at `x`
by at least the charging energy `m (y - x)² / 2`. -/
theorem energy_lower_bound {E V K : ℝ → ℝ} {m : ℝ} (h : EnergyCurve E V K)
    (hm : ∀ z, m ≤ K z) (x y : ℝ) :
    E x + V x * (y - x) + m / 2 * (y - x) ^ 2 ≤ E y := by
  -- subtract the tangent and the parabola, then use the mean value theorem
  have hh : ∀ z, HasDerivAt (fun t => E t - V x * t - m / 2 * ((t - x) * (t - x)))
      (V z - V x - m * (z - x)) z := fun z => by
    have hl : HasDerivAt (fun t : ℝ => t - x) 1 z := (hasDerivAt_id' z).sub_const x
    exact (((h.1 z).fun_sub ((hasDerivAt_id' z).const_mul (V x))).fun_sub
      ((hl.fun_mul hl).const_mul (m / 2))).congr_deriv (by ring)
  rcases lt_trichotomy x y with hxy | hxy | hxy
  · obtain ⟨c, hc, hs⟩ := exists_hasDerivAt_eq_slope
      (fun t => E t - V x * t - m / 2 * ((t - x) * (t - x)))
      (fun z => V z - V x - m * (z - x)) hxy
      (fun z _ => (hh z).continuousAt.continuousWithinAt) (fun z _ => hh z)
    rw [eq_div_iff (sub_pos.2 hxy).ne'] at hs
    have hg := potential_growth h hm hc.1.le
    nlinarith [mul_nonneg (sub_nonneg.2 hg) (sub_pos.2 hxy).le]
  · subst hxy
    simp
  · obtain ⟨c, hc, hs⟩ := exists_hasDerivAt_eq_slope
      (fun t => E t - V x * t - m / 2 * ((t - x) * (t - x)))
      (fun z => V z - V x - m * (z - x)) hxy
      (fun z _ => (hh z).continuousAt.continuousWithinAt) (fun z _ => hh z)
    rw [eq_div_iff (sub_pos.2 hxy).ne'] at hs
    have hg := potential_growth h hm hc.2.le
    nlinarith [mul_nonneg (sub_nonneg.2 hg) (sub_pos.2 hxy).le]

/-- If the inverse capacitance is at most `M`, the energy lies above its tangent at `x`
by at most `M (y - x)² / 2`. -/
theorem energy_upper_bound {E V K : ℝ → ℝ} {M : ℝ} (h : EnergyCurve E V K)
    (hM : ∀ z, K z ≤ M) (x y : ℝ) :
    E y ≤ E x + V x * (y - x) + M / 2 * (y - x) ^ 2 := by
  have hn : EnergyCurve (fun t => -E t) (fun t => -V t) (fun t => -K t) :=
    ⟨fun z => (h.1 z).fun_neg, fun z => (h.2 z).fun_neg⟩
  have h1 : -E x + -V x * (y - x) + -M / 2 * (y - x) ^ 2 ≤ -E y :=
    energy_lower_bound hn (fun z => neg_le_neg (hM z)) x y
  linarith

/-- For an energy with nonnegative inverse capacitance, the charge `Q` minimises
`E x - U x` at the potential `U = V Q`. -/
theorem isLeast_at_own_potential {E V K : ℝ → ℝ} (h : EnergyCurve E V K)
    (hK : ∀ z, 0 ≤ K z) (Q : ℝ) :
    IsLeast (range fun x => E x - V Q * x) (E Q - V Q * Q) := by
  refine ⟨⟨Q, rfl⟩, ?_⟩
  rintro _ ⟨x, rfl⟩
  have h1 := energy_lower_bound h hK Q x
  change E Q - V Q * Q ≤ E x - V Q * x
  linarith

/-- If the inverse capacitance is bounded below by `m > 0`, then at every electrode potential
`U` the minimum of `E x - U x` is attained, at a charge whose potential is `U`. -/
theorem grandPotential_attained {E V K : ℝ → ℝ} {m : ℝ} (h : EnergyCurve E V K)
    (hm : 0 < m) (hK : ∀ z, m ≤ K z) (U : ℝ) :
    ∃ x, V x = U ∧ IsLeast (range fun y => E y - U * y) (E x - U * x) := by
  obtain ⟨r, hr0, hr⟩ : ∃ r : ℝ, 0 ≤ r ∧ m * r = |U - V 0| :=
    ⟨|U - V 0| / m, by positivity, by field_simp⟩
  -- the potential passes through `U` between the charges `-r` and `r`
  have h1 := potential_growth h hK hr0
  have h2 := potential_growth h hK (neg_nonpos.2 hr0)
  have hU : U ∈ Icc (V (-r)) (V r) :=
    ⟨by linarith [neg_abs_le (U - V 0)], by linarith [le_abs_self (U - V 0)]⟩
  obtain ⟨x, _, hx⟩ := intermediate_value_Icc (by linarith : -r ≤ r)
    (fun z _ => (h.2 z).continuousAt.continuousWithinAt) hU
  refine ⟨x, hx, ?_⟩
  rw [← hx]
  exact isLeast_at_own_potential h (fun z => hm.le.trans (hK z)) x

/-- Let state 1 have nonnegative inverse capacitance and state 2 an inverse capacitance between
`m > 0` and `M`. At the potential of state 1 with charge `Q`, the constant-charge energy
difference exceeds the constant-potential one by between `D² / (2M)` and `D² / (2m)`, where `D`
is the potential shift between the states at charge `Q`. -/
theorem charge_potential_difference {E₁ V₁ K₁ E₂ V₂ K₂ : ℝ → ℝ} {m M : ℝ}
    (h₁ : EnergyCurve E₁ V₁ K₁) (h₂ : EnergyCurve E₂ V₂ K₂) (hK₁ : ∀ z, 0 ≤ K₁ z)
    (hm : 0 < m) (hmK : ∀ z, m ≤ K₂ z) (hKM : ∀ z, K₂ z ≤ M) (Q : ℝ) :
    (E₂ Q - E₁ Q) - (grandPotential E₂ (V₁ Q) - grandPotential E₁ (V₁ Q)) ∈
      Icc ((V₂ Q - V₁ Q) ^ 2 / (2 * M)) ((V₂ Q - V₁ Q) ^ 2 / (2 * m)) := by
  have hM : 0 < M := hm.trans_le ((hmK 0).trans (hKM 0))
  obtain ⟨x, _, hx⟩ := grandPotential_attained h₂ hm hmK (V₁ Q)
  have e₁ : grandPotential E₁ (V₁ Q) = E₁ Q - V₁ Q * Q :=
    (isLeast_at_own_potential h₁ hK₁ Q).csInf_eq
  have e₂ : grandPotential E₂ (V₁ Q) = E₂ x - V₁ Q * x := hx.csInf_eq
  rw [e₁, e₂]
  constructor
  · -- compare the minimum with the trial charge `Q - D / M`
    obtain ⟨t, ht⟩ : ∃ t, V₂ Q - V₁ Q = M * t := ⟨(V₂ Q - V₁ Q) / M, by field_simp⟩
    have hmin : E₂ x - V₁ Q * x ≤ E₂ (Q - t) - V₁ Q * (Q - t) := hx.2 ⟨Q - t, rfl⟩
    have hup := energy_upper_bound h₂ hKM Q (Q - t)
    have hDt : (V₂ Q - V₁ Q) * t = M * t * t := by rw [ht]
    have hsq : (M * t) ^ 2 / (2 * M) = M / 2 * t ^ 2 := by field_simp
    rw [ht, hsq]
    nlinarith
  · -- expand the energy of state 2 about `Q` and complete the square
    have hlo := energy_lower_bound h₂ hmK Q x
    have hgap : (E₂ Q - E₁ Q) - (E₂ x - V₁ Q * x - (E₁ Q - V₁ Q * Q)) ≤
        -(V₂ Q - V₁ Q) * (x - Q) - m / 2 * (x - Q) ^ 2 := by linarith
    rw [le_div_iff₀ (by positivity)]
    nlinarith [mul_le_mul_of_nonneg_right hgap (by positivity : 0 ≤ 2 * m),
      sq_nonneg (V₂ Q - V₁ Q + m * (x - Q))]

/-- Let state 1 have nonnegative inverse capacitance and state 2 an inverse capacitance between
`m > 0` and `M`. The energy difference at constant charge `Q` equals the one at constant potential
`V₁ Q`, that of state 1 with charge `Q`, exactly when both states have the same potential at charge
`Q`. -/
theorem differences_agree_iff {E₁ V₁ K₁ E₂ V₂ K₂ : ℝ → ℝ} {m M : ℝ}
    (h₁ : EnergyCurve E₁ V₁ K₁) (h₂ : EnergyCurve E₂ V₂ K₂) (hK₁ : ∀ z, 0 ≤ K₁ z)
    (hm : 0 < m) (hmK : ∀ z, m ≤ K₂ z) (hKM : ∀ z, K₂ z ≤ M) (Q : ℝ) :
    E₂ Q - E₁ Q = grandPotential E₂ (V₁ Q) - grandPotential E₁ (V₁ Q) ↔ V₂ Q = V₁ Q := by
  have hM : 0 < M := hm.trans_le ((hmK 0).trans (hKM 0))
  obtain ⟨hl, hu⟩ := charge_potential_difference h₁ h₂ hK₁ hm hmK hKM Q
  constructor
  · intro he
    rw [he, sub_self, div_le_iff₀ (by positivity), zero_mul] at hl
    have h0 : (V₂ Q - V₁ Q) ^ 2 = 0 := le_antisymm hl (sq_nonneg _)
    exact sub_eq_zero.1 ((pow_eq_zero_iff two_ne_zero).1 h0)
  · intro he
    have h0 : (V₂ Q - V₁ Q) ^ 2 = 0 := by rw [he]; ring
    rw [h0, zero_div] at hl hu
    linarith

/-- Energy of a linear capacitor of capacitance `C ≠ 0` with energy offset `a` and potential of
zero charge `φ`. -/
def capacitorEnergy (a φ C x : ℝ) : ℝ := a + φ * x + x ^ 2 / (2 * C)

/-- A linear capacitor with `C ≠ 0` has potential `φ + x / C` and inverse capacitance `1 / C`. -/
theorem capacitor_energyCurve (a φ : ℝ) {C : ℝ} (hC : C ≠ 0) :
    EnergyCurve (capacitorEnergy a φ C) (fun x => φ + x / C) (fun _ => 1 / C) := by
  constructor
  · intro x
    have hsq : HasDerivAt (fun t : ℝ => t ^ 2) (2 * x) x := by
      simpa using hasDerivAt_pow 2 x
    exact ((((hasDerivAt_id' x).const_mul φ).const_add a).fun_add
      (hsq.div_const (2 * C))).congr_deriv (by field_simp)
  · intro x
    exact ((hasDerivAt_id' x).div_const C).const_add φ

/-- For two linear capacitors of positive capacitance, the energy difference at constant charge `Q`
exceeds the one at constant potential, held at that of capacitor 1 with charge `Q`, by exactly
`C₂ D² / 2`, with `D` the potential of capacitor 2 minus that of capacitor 1 at charge `Q`. -/
theorem capacitor_difference (a₁ φ₁ a₂ φ₂ Q : ℝ) {C₁ C₂ : ℝ} (h₁ : 0 < C₁) (h₂ : 0 < C₂) :
    (capacitorEnergy a₂ φ₂ C₂ Q - capacitorEnergy a₁ φ₁ C₁ Q) -
      (grandPotential (capacitorEnergy a₂ φ₂ C₂) (φ₁ + Q / C₁) -
        grandPotential (capacitorEnergy a₁ φ₁ C₁) (φ₁ + Q / C₁)) =
      C₂ / 2 * ((φ₂ + Q / C₂) - (φ₁ + Q / C₁)) ^ 2 := by
  -- with constant capacitance the lower and upper bounds coincide
  obtain ⟨hl, hu⟩ := charge_potential_difference (capacitor_energyCurve a₁ φ₁ h₁.ne')
    (capacitor_energyCurve a₂ φ₂ h₂.ne') (fun _ => by positivity)
    (by positivity : 0 < 1 / C₂) (fun _ => le_rfl) (fun _ => le_rfl) Q
  have e : ∀ D : ℝ, D ^ 2 / (2 * (1 / C₂)) = C₂ / 2 * D ^ 2 := fun D => by field_simp
  rw [e] at hl hu
  exact le_antisymm hu hl

end

end ConstantChargePotential
```

```lean
#print axioms ConstantChargePotential.charge_potential_difference
-- 'ConstantChargePotential.charge_potential_difference' depends on axioms: [propext, Classical.choice, Quot.sound]
#print axioms ConstantChargePotential.differences_agree_iff
-- 'ConstantChargePotential.differences_agree_iff' depends on axioms: [propext, Classical.choice, Quot.sound]
#print axioms ConstantChargePotential.capacitor_difference
-- 'ConstantChargePotential.capacitor_difference' depends on axioms: [propext, Classical.choice, Quot.sound]
```

`potential_growth` is the monotonicity step. `energy_lower_bound` applies the mean value theorem on each side of the expansion point, and `energy_upper_bound` reverses signs. `isLeast_at_own_potential` fixes $\Omega_1$; `grandPotential_attained` finds $x_*$ by the intermediate value theorem. In `charge_potential_difference`, the first branch uses the trial charge, with `t` standing for $D/M$, and the second hands `nlinarith` the square $(D+ms)^2$.

Two consequences follow. By `differences_agree_iff`, the two reaction energies agree exactly when $D=0$. By `capacitor_difference`, linear capacitors of positive capacitances $C_1$ and $C_2$ have $G=C_2D^2/2$, since there $m=M=1/C_2$. Your example is the case $C_2=1$, $D=\varphi$.

In electronic-structure calculations that keep the net charge $Q$ the same in both states, an adsorption or charge-transfer step usually shifts the work function, and $D$ is that shift divided by the elementary charge $e$. Within the linear-capacitor model, a cell with $C_2=1\,e/\mathrm{V}$ and $D=0.5\,\mathrm{V}$ has a constant-charge reaction energy $0.125\,\mathrm{eV}$ above the one with the potential held at that of state 1. Subtracting $C_2D^2/2$ converts the first into the second.

Exchanging the two states gives a neighbouring result. If the potential is held at $V_2(Q)$ instead, with $K_2\ge0$ and $0<m\le K_1\le M$, the gap lies between $-D^2/(2m)$ and $-D^2/(2M)$. The sign therefore depends on which state sets the potential.
